# Two fermions in overlapping orbitals: a factor $1/(1-|S|^2)$ for observables that each annihilate the other orbital

Take two orthonormal levels $e_1,e_2$ and the orbitals $a=e_1$ and $b=\tfrac35e_1+\tfrac45e_2$, with overlap $S=\langle a,b\rangle=\tfrac35$. Let $A$ project onto the direction orthogonal to $b$, and $B$ onto $e_2$. Then $Ab=0$, $Ba=0$ and $\langle a,Aa\rangle=\langle b,Bb\rangle=\tfrac{16}{25}$.

In the product state $a\otimes b$, the observable $A\otimes B+B\otimes A$ has expectation $(\tfrac{16}{25})^2=\tfrac{256}{625}$. For fermions, start from $a\otimes b-b\otimes a$, whose squared norm is $2(1-\tfrac{9}{25})=\tfrac{32}{25}$. The observable turns it into $Aa\otimes Bb-Bb\otimes Aa$. The inner product of the two vectors is $2\cdot\tfrac{256}{625}$, because $\langle b,Aa\rangle=\langle Ab,a\rangle=0$ removes the exchange terms. Dividing by the squared norm gives $\tfrac{16}{25}$. The whole change comes from the normalisation.

## Orbitals, states and the joint observable

```lean
import Mathlib

open Matrix
open scoped Kronecker

namespace ExchangeLocalObservables

noncomputable section

variable {n : Type*} [Fintype n]
```

The finite type `n` labels the levels of an orthonormal basis, and the labels may include spin. An orbital is a function `n → ℂ`, that is, a vector of amplitudes.

```lean
/-- The overlap `⟨a, b⟩` of two orbitals. -/
def overlap (a b : n → ℂ) : ℂ := star a ⬝ᵥ b
```

This is $\langle a,b\rangle=\sum_i\overline{a_i}\,b_i$. The symbol `⬝ᵥ` sums products without conjugating, so `star` supplies the conjugation, in the first argument.

```lean
/-- The product state with the first particle in `a` and the second in `b`. -/
def pair (a b : n → ℂ) : n × n → ℂ := fun p => a p.1 * b p.2
```

A two-particle state is a function on pairs of levels, and $(a\otimes b)_{ij}=a_ib_j$.

```lean
/-- The unnormalised combination `a ⊗ b + ε b ⊗ a` with exchange sign `ε`. -/
def exchangeSum (ε : ℝ) (a b : n → ℂ) : n × n → ℂ :=
  pair a b + (ε : ℂ) • pair b a
```

The combination is $a\otimes b+\varepsilon\,b\otimes a$, with $\varepsilon=-1$ for fermions and $\varepsilon=+1$ for bosons. It is not yet normalised.

```lean
/-- The factor `1 / √(2 (1 + ε |⟨a, b⟩|²))`. -/
def normFactor (ε : ℝ) (a b : n → ℂ) : ℝ :=
  (√(2 * (1 + ε * ‖overlap a b‖ ^ 2)))⁻¹
```

The prefactor is $N=1/\sqrt{2(1+\varepsilon|S|^2)}$.

```lean
/-- The two-particle state built from `a` and `b` with exchange sign `ε`,
including its normalisation factor. -/
def exchangeState (ε : ℝ) (a b : n → ℂ) : n × n → ℂ :=
  (normFactor ε a b : ℂ) • exchangeSum ε a b
```

The physical state is $\psi=N\,(a\otimes b+\varepsilon\,b\otimes a)$. That it has norm one is proved below, not built into the definition.

```lean
/-- The joint observable `A ⊗ B + B ⊗ A` of two identical particles. -/
def jointObs (A B : Matrix n n ℂ) : Matrix (n × n) (n × n) ℂ := A ⊗ₖ B + B ⊗ₖ A
```

The symbol `⊗ₖ` is the Kronecker product. The sum treats the particles alike, as an observable of identical particles must.

```lean
/-- The expectation `⟨ψ, M ψ⟩` in a two-particle state. -/
def expect (M : Matrix (n × n) (n × n) ℂ) (ψ : n × n → ℂ) : ℂ := star ψ ⬝ᵥ M *ᵥ ψ
```

This is $\langle\psi,M\psi\rangle$, where `*ᵥ` applies a matrix to a vector. It is the usual expectation value when $\psi$ is normalised.

## Inner products and the action of the observable

```lean
/-- The inner product of two product states is the product of the orbital overlaps. -/
theorem pair_inner (a b c d : n → ℂ) :
    star (pair a b) ⬝ᵥ pair c d = overlap a c * overlap b d := by
  simp only [overlap, pair, dotProduct, Fintype.sum_prod_type, Finset.sum_mul_sum,
    Pi.star_apply, star_mul']
  exact Finset.sum_congr rfl fun i _ => Finset.sum_congr rfl fun j _ => by ring
```

The double sum factorises:
$$\sum_{i,j}\overline{a_ib_j}\,c_id_j=\langle a,c\rangle\langle b,d\rangle.$$
The proof unfolds both sides into double sums and compares them term by term; `ring` reorders the factors.

```lean
/-- The operator `A ⊗ B` acts on a product state factor by factor. -/
theorem kronecker_pair (A B : Matrix n n ℂ) (a b : n → ℂ) :
    (A ⊗ₖ B) *ᵥ pair a b = pair (A *ᵥ a) (B *ᵥ b) := by
  ext ⟨i, j⟩
  simp only [Matrix.mulVec, dotProduct, pair, Fintype.sum_prod_type, Finset.sum_mul_sum,
    Matrix.kroneckerMap_apply]
  exact Finset.sum_congr rfl fun k _ => Finset.sum_congr rfl fun l _ => by ring
```

Likewise, $\sum_{k,l}A_{ik}B_{jl}\,a_kb_l=(Aa)_i(Bb)_j$, so $(A\otimes B)(a\otimes b)=Aa\otimes Bb$.

```lean
/-- The inner product of two exchange combinations is a direct term plus an exchange term. -/
theorem exchangeSum_inner (ε : ℝ) (a b c d : n → ℂ) :
    star (exchangeSum ε a b) ⬝ᵥ exchangeSum ε c d =
      (1 + (ε : ℂ) ^ 2) * (overlap a c * overlap b d)
        + 2 * ε * (overlap a d * overlap b c) := by
  have hs : star (ε : ℂ) = ε := Complex.conj_ofReal ε
  rw [exchangeSum, exchangeSum, star_add, star_smul, hs]
  simp only [add_dotProduct, dotProduct_add, smul_dotProduct, dotProduct_smul,
    pair_inner, smul_eq_mul]
  ring
```

Expanding both combinations gives four terms. The two direct ones carry $1$ and $\varepsilon^2$, and the two exchange ones carry $\varepsilon$ each:
$$(1+\varepsilon^2)\langle a,c\rangle\langle b,d\rangle+2\varepsilon\langle a,d\rangle\langle b,c\rangle.$$
The `simp only` step performs the expansion, and `ring` collects the terms.

```lean
/-- If `A b = 0` and `B a = 0`, the joint observable turns the exchange combination of
`a, b` into that of `A a, B b`. -/
theorem jointObs_exchangeSum (ε : ℝ) {a b : n → ℂ} {A B : Matrix n n ℂ}
    (hAb : A *ᵥ b = 0) (hBa : B *ᵥ a = 0) :
    jointObs A B *ᵥ exchangeSum ε a b = exchangeSum ε (A *ᵥ a) (B *ᵥ b) := by
  simp only [exchangeSum, jointObs, Matrix.add_mulVec, Matrix.mulVec_add,
    Matrix.mulVec_smul, kronecker_pair, hAb, hBa]
  ext p
  simp [pair]
```

Here $A\otimes B$ gives $Aa\otimes Bb+\varepsilon\,Ab\otimes Ba$, and $B\otimes A$ gives $Ba\otimes Ab+\varepsilon\,Bb\otimes Aa$. The terms containing $Ab\otimes Ba$ or $Ba\otimes Ab$ vanish, leaving $Aa\otimes Bb+\varepsilon\,Bb\otimes Aa$. Either condition alone would remove them; together they say that each observable is blind to the other orbital.

## Expectation for either exchange sign

```lean
/-- Let `ε = ±1`, let `a, b` be unit orbitals with `1 + ε |⟨a, b⟩|² > 0`, and let `A` be Hermitian
with `A b = 0` and `B a = 0`. Then the exchange state is normalised and the joint observable has
expectation `⟨a, A a⟩⟨b, B b⟩ / (1 + ε |⟨a, b⟩|²)`. -/
theorem exchange_expectation {ε : ℝ} (hε : ε ^ 2 = 1) {a b : n → ℂ} {A B : Matrix n n ℂ}
    (ha : overlap a a = 1) (hb : overlap b b = 1)
    (hS : 0 < 1 + ε * ‖overlap a b‖ ^ 2)
    (hA : A.IsHermitian) (hAb : A *ᵥ b = 0) (hBa : B *ᵥ a = 0) :
    star (exchangeState ε a b) ⬝ᵥ exchangeState ε a b = 1 ∧
    expect (jointObs A B) (exchangeState ε a b) =
      overlap a (A *ᵥ a) * overlap b (B *ᵥ b) / (1 + ε * (‖overlap a b‖ : ℂ) ^ 2) := by
  have h2 : (ε : ℂ) ^ 2 = 1 := by exact_mod_cast hε
  have hne : (1 + ε * (‖overlap a b‖ : ℂ) ^ 2) ≠ 0 := by exact_mod_cast hS.ne'
  have hs : star (normFactor ε a b : ℂ) = normFactor ε a b := Complex.conj_ofReal _
  -- the squared prefactor cancels the squared norm
  have hc : (normFactor ε a b : ℂ) ^ 2 * (2 * (1 + ε * (‖overlap a b‖ : ℂ) ^ 2)) = 1 := by
    have h : normFactor ε a b ^ 2 * (2 * (1 + ε * ‖overlap a b‖ ^ 2)) = 1 := by
      have hp : 0 < 2 * (1 + ε * ‖overlap a b‖ ^ 2) := by linarith
      rw [normFactor, inv_pow, Real.sq_sqrt hp.le]
      exact inv_mul_cancel₀ hp.ne'
    exact_mod_cast h
  have hswap : overlap b a = star (overlap a b) := by
    simp only [overlap, dotProduct, star_sum, star_mul', Pi.star_apply, star_star]
    exact Finset.sum_congr rfl fun i _ => mul_comm _ _
  have hSS : overlap a b * overlap b a = (‖overlap a b‖ : ℂ) ^ 2 := by
    rw [hswap, ← Complex.ofReal_pow, ← Complex.normSq_eq_norm_sq]
    exact Complex.mul_conj _
  -- Hermiticity of A removes the exchange matrix element
  have hbA : overlap b (A *ᵥ a) = 0 := by
    have h := Matrix.star_mulVec A b
    rw [hAb, hA.eq, star_zero] at h
    rw [overlap, Matrix.dotProduct_mulVec, ← h, zero_dotProduct]
  constructor
  · rw [exchangeState, star_smul, hs, smul_dotProduct, dotProduct_smul,
      exchangeSum_inner, ha, hb, hSS, h2]
    simp only [smul_eq_mul]
    linear_combination hc
  · rw [expect, exchangeState, Matrix.mulVec_smul, jointObs_exchangeSum ε hAb hBa,
      star_smul, hs, smul_dotProduct, dotProduct_smul, exchangeSum_inner, hbA, h2,
      eq_div_iff hne]
    simp only [smul_eq_mul]
    linear_combination (overlap a (A *ᵥ a) * overlap b (B *ᵥ b)) * hc
```

The hypotheses say that $\varepsilon=\pm1$, that $a$ and $b$ are unit vectors, that $1+\varepsilon|S|^2>0$, that $A$ is Hermitian, and that $Ab=0$ and $Ba=0$. The matrix $B$ need not be Hermitian. The symbol `∧` joins two conclusions: the state is normalised, and the expectation has the stated value.

For the norm, put $c=a$, $d=b$ in the previous inner-product formula. With $\varepsilon^2=1$ and $\langle a,b\rangle\langle b,a\rangle=|S|^2$ (`hSS`), the squared norm of the combination is $2(1+\varepsilon|S|^2)$. The squared prefactor cancels it, which is `hc`.

For the expectation, the observable replaces the right-hand pair $a,b$ by $Aa,Bb$. Hermiticity gives $\langle b,Aa\rangle=\langle Ab,a\rangle=0$ (`hbA`), so the exchange term disappears and
$$\langle\psi,(A\otimes B+B\otimes A)\psi\rangle=\frac{2\langle a,Aa\rangle\langle b,Bb\rangle}{2(1+\varepsilon|S|^2)}.$$
Each final `linear_combination` derives its goal from a multiple of `hc`.

Hermiticity matters. Take $a=e_1$, $b=e_2$, and let $A$ send $e_1$ to $e_2$ and $e_2$ to $0$, while $B$ sends $e_2$ to $e_1$ and $e_1$ to $0$. All the other hypotheses hold and both $\langle a,Aa\rangle$ and $\langle b,Bb\rangle$ are zero, so the formula would give $0$. But the joint observable exchanges $e_1\otimes e_2$ and $e_2\otimes e_1$, so its expectation in the antisymmetric state is $-1$.

## The fermionic value and its correction

```lean
/-- Let `a, b` be unit orbitals with `|⟨a, b⟩| < 1`, and let `A` be Hermitian with `A b = 0` and `B
a = 0`. Then the antisymmetrised state of `a` and `b` is normalised, and in it `A ⊗ B + B ⊗ A` has
expectation `⟨a, A a⟩⟨b, B b⟩ / (1 - |⟨a, b⟩|²)`. -/
theorem antisymmetric_expectation {a b : n → ℂ} {A B : Matrix n n ℂ}
    (ha : overlap a a = 1) (hb : overlap b b = 1) (hS : ‖overlap a b‖ < 1)
    (hA : A.IsHermitian) (hAb : A *ᵥ b = 0) (hBa : B *ᵥ a = 0) :
    star (exchangeState (-1) a b) ⬝ᵥ exchangeState (-1) a b = 1 ∧
    expect (jointObs A B) (exchangeState (-1) a b) =
      overlap a (A *ᵥ a) * overlap b (B *ᵥ b) / (1 - (‖overlap a b‖ : ℂ) ^ 2) := by
  have hp : 0 < 1 + (-1 : ℝ) * ‖overlap a b‖ ^ 2 := by
    nlinarith [norm_nonneg (overlap a b)]
  have h := exchange_expectation (by norm_num) ha hb hp hA hAb hBa
  refine ⟨h.1, ?_⟩
  rw [h.2]
  congr 1
  push_cast
  ring
```

Setting $\varepsilon=-1$ gives $\langle a,Aa\rangle\langle b,Bb\rangle/(1-|S|^2)$. The condition $|S|<1$ makes the denominator positive; at $|S|=1$ the orbitals agree up to a phase and the antisymmetric combination is zero. The proof checks positivity and specialises the previous theorem.

```lean
/-- Let `a, b` be unit orbitals with `|⟨a, b⟩| < 1`, and let `A` be Hermitian with `A b = 0` and `B
a = 0`. Then the expectation of `A ⊗ B + B ⊗ A` in the antisymmetrised state differs from the
product `⟨a, A a⟩⟨b, B b⟩` by `|⟨a, b⟩|² / (1 - |⟨a, b⟩|²)` times that product, and the two are
equal exactly when the orbitals are orthogonal or the product vanishes. -/
theorem antisymmetric_correction {a b : n → ℂ} {A B : Matrix n n ℂ}
    (ha : overlap a a = 1) (hb : overlap b b = 1) (hS : ‖overlap a b‖ < 1)
    (hA : A.IsHermitian) (hAb : A *ᵥ b = 0) (hBa : B *ᵥ a = 0) :
    expect (jointObs A B) (exchangeState (-1) a b)
        - overlap a (A *ᵥ a) * overlap b (B *ᵥ b) =
      (‖overlap a b‖ : ℂ) ^ 2 / (1 - (‖overlap a b‖ : ℂ) ^ 2)
        * (overlap a (A *ᵥ a) * overlap b (B *ᵥ b)) ∧
    (expect (jointObs A B) (exchangeState (-1) a b)
        = overlap a (A *ᵥ a) * overlap b (B *ᵥ b) ↔
      overlap a b = 0 ∨ overlap a (A *ᵥ a) * overlap b (B *ᵥ b) = 0) := by
  have hp : 0 < 1 - ‖overlap a b‖ ^ 2 := by nlinarith [norm_nonneg (overlap a b)]
  have hne : (1 - (‖overlap a b‖ : ℂ) ^ 2) ≠ 0 := by exact_mod_cast hp.ne'
  have key : expect (jointObs A B) (exchangeState (-1) a b)
        - overlap a (A *ᵥ a) * overlap b (B *ᵥ b) =
      (‖overlap a b‖ : ℂ) ^ 2 / (1 - (‖overlap a b‖ : ℂ) ^ 2)
        * (overlap a (A *ᵥ a) * overlap b (B *ᵥ b)) := by
    rw [(antisymmetric_expectation ha hb hS hA hAb hBa).2, div_mul_eq_mul_div,
      eq_div_iff hne, sub_mul, div_mul_cancel₀ _ hne]
    ring
  refine ⟨key, ?_⟩
  rw [← sub_eq_zero, key, mul_eq_zero, div_eq_zero_iff]
  simp [hne]
```

Write $P=\langle a,Aa\rangle\langle b,Bb\rangle$, the value in the unsymmetrised state $a\otimes b$. Then
$$\frac{P}{1-|S|^2}-P=\frac{|S|^2}{1-|S|^2}\,P,$$
so the correction relative to $P$ is of second order in the overlap. It vanishes exactly when $S=0$ or $P=0$. The proof establishes the identity as `key`, then asks when the right-hand side is zero.

For two particles in a single antisymmetrised pair of finite-dimensional orbitals, this measures the error of treating electrons as distinguishable when each observable exactly annihilates the other orbital. Observables that only nearly do so, and correlated states, are not covered.

## The two-level example in Lean

```lean
/-- A first orbital of a two-level system. -/
def orbA : Fin 2 → ℂ := ![1, 0]
```

This is $a=e_1$.

```lean
/-- A second orbital, not orthogonal to the first. -/
def orbB : Fin 2 → ℂ := ![3 / 5, 4 / 5]
```

This is $b=\tfrac35e_1+\tfrac45e_2$.

```lean
/-- The projector onto the direction orthogonal to `orbB`. -/
def obsA : Matrix (Fin 2) (Fin 2) ℂ := !![16 / 25, -12 / 25; -12 / 25, 9 / 25]
```

This is the projector onto $\tfrac45e_1-\tfrac35e_2$, which is orthogonal to $b$.

```lean
/-- The projector onto the direction orthogonal to `orbA`. -/
def obsB : Matrix (Fin 2) (Fin 2) ℂ := !![0, 0; 0, 1]
```

This is the projector onto $e_2$. It does not commute with `obsA`, so the pair does not model detectors in disjoint regions.

```lean
/-- The two-level orbitals and projectors meet all the hypotheses, with overlap `3/5` and
both local expectations equal to `16/25`. -/
theorem antisymmetric_expectation_witness :
    overlap orbA orbA = 1 ∧ overlap orbB orbB = 1 ∧
    overlap orbA orbB = 3 / 5 ∧ ‖overlap orbA orbB‖ < 1 ∧
    obsA.IsHermitian ∧ obsA *ᵥ orbB = 0 ∧ obsB *ᵥ orbA = 0 ∧
    overlap orbA (obsA *ᵥ orbA) = 16 / 25 ∧ overlap orbB (obsB *ᵥ orbB) = 16 / 25 := by
  have h : overlap orbA orbB = 3 / 5 := by
    simp [overlap, orbA, orbB, dotProduct, Fin.sum_univ_two]
  -- the second orbital has real components
  have h35 : star (3 / 5 : ℂ) = 3 / 5 :=
    Complex.conj_eq_iff_real.2 ⟨3 / 5, by norm_num⟩
  have h45 : star (4 / 5 : ℂ) = 4 / 5 :=
    Complex.conj_eq_iff_real.2 ⟨4 / 5, by norm_num⟩
  have hB : star orbB = orbB := by
    ext i
    fin_cases i
    · exact h35
    · exact h45
  refine ⟨?_, ?_, h, ?_, ?_, ?_, ?_, ?_, ?_⟩
  · simp [overlap, orbA, dotProduct, Fin.sum_univ_two]
  · rw [overlap, hB]
    norm_num [orbB, dotProduct, Fin.sum_univ_two]
  · rw [h]
    norm_num
  · ext i j
    fin_cases i <;> fin_cases j <;> simp [obsA, Matrix.conjTranspose_apply]
  · ext i
    fin_cases i <;> norm_num [obsA, orbB, Matrix.mulVec, dotProduct, Fin.sum_univ_two]
  · ext i
    fin_cases i <;> simp [obsB, orbA, Matrix.mulVec, dotProduct, Fin.sum_univ_two]
  · norm_num [overlap, obsA, orbA, Matrix.mulVec, dotProduct, Fin.sum_univ_two]
  · rw [overlap, hB]
    norm_num [obsB, orbB, Matrix.mulVec, dotProduct, Fin.sum_univ_two]

end

end ExchangeLocalObservables
```

The theorem confirms every hypothesis for the opening example, along with the overlap $\tfrac35$ and the one-particle expectations $\langle a,Aa\rangle=\langle b,Bb\rangle=\tfrac{16}{25}$, which the docstring calls local. The proof evaluates the two-term sums entry by entry, after showing that conjugation leaves $b$ unchanged. The correction formula then gives $\tfrac{9}{16}\cdot\tfrac{256}{625}=\tfrac{144}{625}$, the difference between $\tfrac{16}{25}$ and $\tfrac{256}{625}$.

```lean
#print axioms ExchangeLocalObservables.pair_inner
#print axioms ExchangeLocalObservables.antisymmetric_correction
```

```
'ExchangeLocalObservables.pair_inner' depends on axioms: [propext, Classical.choice, Quot.sound]
'ExchangeLocalObservables.antisymmetric_correction' depends on axioms: [propext, Classical.choice, Quot.sound]
```
